# Orientation and energy of the pendular trial state exp(a cos θ), with a lower bound for the rotor energy

The Stark energies of a polar linear molecule are commonly computed by diagonalising the rotor Hamiltonian in a truncated set of Legendre functions, and in a strong field one has to decide whether the set is large enough. For a rigid rotor with no angular momentum about the field, the trial state $e^{a\cos\theta}$ supplies a benchmark: a basis whose lowest energy lies above that of the trial state gives a less accurate ground-state energy than this single function. A lower bound derived below limits the ground-state energy from the other side.

In Lean 4 with Mathlib:

```lean
import Mathlib

open Filter Topology

namespace PendularTrialState

noncomputable section
```

## The rotor in the variable x = cos θ

Let the molecule have rotational constant $B$ and permanent dipole moment $\mu$, and let the static field have strength $F$. In units of $B$ the Hamiltonian is $J^2 - w\cos\theta$, where $J$ is the angular momentum in units of $\hbar$, $\theta$ is the angle between dipole and field, and $w=\mu F/B$ compares the dipole interaction with the rotational constant. Polarisability, centrifugal distortion and nuclear spin are left out.

A state without angular momentum about the field depends on $\theta$ alone. The Hamiltonian is real, so its eigenfunctions can be chosen real, and a state is here a real function $\psi(x)$ of $x=\cos\theta$. Since $\sin\theta\,d\theta$ becomes $dx$ on $[-1,1]$, its squared norm, apart from a factor $2\pi$ that cancels in every quotient, is $\int_{-1}^{1}\psi^2\,dx$.

```lean
/-- Squared norm of a state `ψ(x)`, with `x = cos θ` running over `[-1, 1]`. -/
def normSq (ψ : ℝ → ℝ) : ℝ := ∫ x in (-1 : ℝ)..1, ψ x ^ 2
```

The orientation is the expectation value of $\cos\theta$. Division by the norm means that $\psi$ need not be normalised.

$$\langle x\rangle=\frac{\int_{-1}^{1}x\,\psi^2\,dx}{\int_{-1}^{1}\psi^2\,dx}$$

```lean
/-- Orientation `⟨cos θ⟩` of a state `ψ` of nonzero norm. -/
def orientation (ψ : ℝ → ℝ) : ℝ := (∫ x in (-1 : ℝ)..1, x * ψ x ^ 2) / normSq ψ
```

For the kinetic energy, $d\psi/d\theta=-\sin\theta\,\psi'(x)$, so $(d\psi/d\theta)^2=(1-x^2)\psi'^2$. The energy form is therefore

$$\mathcal E_w[\psi]=\int_{-1}^{1}\left((1-x^2)\,\psi'^2-w\,x\,\psi^2\right)dx .$$

```lean
/-- Energy form, for continuously differentiable `ψ`, of a rigid rotor in a static field of reduced
strength `w`: rotational kinetic energy plus the dipole interaction `-w cos θ`. -/
def energy (w : ℝ) (ψ : ℝ → ℝ) : ℝ :=
  ∫ x in (-1 : ℝ)..1, ((1 - x ^ 2) * (deriv ψ x) ^ 2 - w * x * ψ x ^ 2)
```

The mean energy of the normalised state is the Rayleigh quotient $R=\mathcal E_w[\psi]/\int\psi^2$. The definitions treat integrals only. The variational principle, which places the lowest eigenvalue of the Hamiltonian at or below $R$ for every continuously differentiable $\psi$ of nonzero norm, is brought in from quantum mechanics.

```lean
/-- Rayleigh quotient of a state `ψ` of nonzero norm. -/
def rayleigh (w : ℝ) (ψ : ℝ → ℝ) : ℝ := energy w ψ / normSq ψ
```

The trial state is $\psi_a(x)=e^{ax}$, with a real parameter $a$. For $a>0$ it concentrates the dipole around the field direction. Normalised in $x$, it is $\sqrt{a/\sinh 2a}\;e^{ax}$ for $a\neq0$; the code works with the bare exponential.

```lean
/-- The pendular trial state `exp (a cos θ)`. -/
def trial (a x : ℝ) : ℝ := Real.exp (a * x)
```

Its derivative is $\psi_a'=a\,\psi_a$.

```lean
/-- The trial state satisfies `ψ' = a ψ`. -/
theorem hasDerivAt_trial (a x : ℝ) : HasDerivAt (trial a) (a * trial a x) x := by
  have h := ((hasDerivAt_id' x).const_mul a).exp
  exact h.congr_deriv (by unfold trial; ring)
```

## A total derivative that integrates to zero

The function $(1-x^2)\psi^2$ is zero at $x=\pm1$, so its derivative integrates to zero:

$$\int_{-1}^{1}\left(2(1-x^2)\,\psi\,\psi'-2x\,\psi^2\right)dx=0 .$$

The hypothesis `ContDiff ℝ 1 ψ` says that $\psi$ is continuously differentiable on the whole real line, although only its values on $[-1,1]$ enter. Polynomials in $\cos\theta$, and so all finite Legendre expansions, satisfy it. In the proof, `hF` is the product rule, and the fundamental theorem of calculus leaves the two end values, both zero.

```lean
/-- For a continuously differentiable state the derivative of `(1 - x²) ψ²` integrates to
zero between the poles. -/
theorem boundary_identity {ψ : ℝ → ℝ} (h : ContDiff ℝ 1 ψ) :
    ∫ x in (-1 : ℝ)..1, ((1 - x ^ 2) * (2 * ψ x * deriv ψ x) - 2 * x * ψ x ^ 2) = 0 := by
  have hψ : Continuous ψ := h.continuous
  have hc : Continuous (deriv ψ) := h.continuous_deriv le_rfl
  have hd : ∀ x, HasDerivAt ψ (deriv ψ x) x :=
    fun x => (h.differentiable (by norm_num) x).hasDerivAt
  generalize deriv ψ = φ at hc hd ⊢
  have hF : ∀ x, HasDerivAt (fun y => (1 - y ^ 2) * (ψ y * ψ y))
      ((1 - x ^ 2) * (2 * ψ x * φ x) - 2 * x * ψ x ^ 2) x := by
    intro x
    have h1 : HasDerivAt (fun y : ℝ => 1 - y ^ 2) (-(2 * x)) x :=
      ((hasDerivAt_pow 2 x).const_sub 1).congr_deriv (by norm_num)
    exact (h1.fun_mul ((hd x).fun_mul (hd x))).congr_deriv (by ring)
  rw [intervalIntegral.integral_eq_sub_of_hasDerivAt (fun x _ => hF x)]
  · norm_num
  · exact Continuous.intervalIntegrable (by fun_prop) _ _
```

## Norm and orientation of the trial state

For $a\neq0$ the functions $\dfrac{e^{2ax}}{2a}$ and $\left(\dfrac{x}{2a}-\dfrac{1}{4a^2}\right)e^{2ax}$ are antiderivatives of $e^{2ax}$ and $x\,e^{2ax}$. Evaluating them at the poles gives

$$\int_{-1}^{1}e^{2ax}dx=\frac{\sinh 2a}{a},\qquad \int_{-1}^{1}x\,e^{2ax}dx=\frac{\cosh 2a}{a}-\frac{\sinh 2a}{2a^2}.$$

The code verifies the two antiderivatives as `hF` and `hG`, then writes the hyperbolic functions as exponentials to match the end values.

```lean
/-- For `a ≠ 0` the squared norm of the trial state is `sinh (2a) / a`, and its first moment
is `cosh (2a) / a - sinh (2a) / (2a²)`. -/
theorem trial_moments {a : ℝ} (ha : a ≠ 0) :
    normSq (trial a) = Real.sinh (2 * a) / a ∧
    ∫ x in (-1 : ℝ)..1, x * trial a x ^ 2 =
      Real.cosh (2 * a) / a - Real.sinh (2 * a) / (2 * a ^ 2) := by
  have hi : a * a⁻¹ = 1 := mul_inv_cancel₀ ha
  have hq : ∀ x, HasDerivAt (fun y => trial a y * trial a y) (2 * a * trial a x ^ 2) x :=
    fun x => ((hasDerivAt_trial a x).fun_mul (hasDerivAt_trial a x)).congr_deriv (by ring)
  have p : trial a 1 * trial a 1 = Real.exp (2 * a) := by
    simp only [trial, ← Real.exp_add]; ring_nf
  have m : trial a (-1) * trial a (-1) = Real.exp (-(2 * a)) := by
    simp only [trial, ← Real.exp_add]; ring_nf
  constructor
  · -- antiderivative `ψ² / (2a)`
    have hF : ∀ x, HasDerivAt (fun y => trial a y * trial a y / (2 * a)) (trial a x ^ 2) x :=
      fun x => ((hq x).div_const (2 * a)).congr_deriv
        (by linear_combination (trial a x ^ 2) * hi)
    unfold normSq
    rw [intervalIntegral.integral_eq_sub_of_hasDerivAt (fun x _ => hF x)]
    · simp only [p, m]
      rw [Real.sinh_eq]
      ring
    · exact Continuous.intervalIntegrable (by unfold trial; fun_prop) _ _
  · -- antiderivative `(x / (2a) - 1 / (4a²)) ψ²`
    have hG : ∀ x, HasDerivAt
        (fun y => (y / (2 * a) - 1 / (4 * a ^ 2)) * (trial a y * trial a y))
        (x * trial a x ^ 2) x := by
      intro x
      have h1 := ((hasDerivAt_id' x).div_const (2 * a)).sub_const (1 / (4 * a ^ 2))
      exact (h1.fun_mul (hq x)).congr_deriv
        (by linear_combination (x * trial a x ^ 2 - a⁻¹ / 2 * trial a x ^ 2) * hi)
    rw [intervalIntegral.integral_eq_sub_of_hasDerivAt (fun x _ => hG x)]
    · simp only [p, m]
      rw [Real.sinh_eq, Real.cosh_eq]
      ring
    · exact Continuous.intervalIntegrable (by unfold trial; fun_prop) _ _
```

Dividing the second integral by the first gives

$$\langle x\rangle=\coth 2a-\frac{1}{2a}.$$

The theorem holds for either sign of $a$. It writes $\coth$ as `Real.cosh (2 * a) / Real.sinh (2 * a)` and states alongside that the denominator is nonzero.

```lean
/-- For `a ≠ 0` the number `sinh (2a)` is nonzero and the trial state has orientation
`⟨cos θ⟩ = coth (2a) - 1 / (2a)`. -/
theorem orientation_trial {a : ℝ} (ha : a ≠ 0) :
    Real.sinh (2 * a) ≠ 0 ∧
    orientation (trial a) = Real.cosh (2 * a) / Real.sinh (2 * a) - 1 / (2 * a) := by
  have hs : Real.sinh (2 * a) ≠ 0 := by simp [Real.sinh_eq_zero, ha]
  refine ⟨hs, ?_⟩
  unfold orientation
  rw [(trial_moments ha).1, (trial_moments ha).2]
  generalize Real.sinh (2 * a) = S at hs ⊢
  field_simp
```

## The energy as a multiple of the orientation

With $\psi_a'=a\psi_a$ the boundary identity reads $2a\int(1-x^2)\psi_a^2\,dx=2\int x\,\psi_a^2\,dx$. Multiplying by $a/2$ turns the kinetic energy into a first moment:

$$\int_{-1}^{1}(1-x^2)\,a^2\psi_a^2\,dx=a\int_{-1}^{1}x\,\psi_a^2\,dx .$$

Subtracting the dipole term $w\int x\,\psi_a^2\,dx$ and dividing by the norm gives

$$R=(a-w)\,\langle x\rangle$$

for all real $a$ and $w$. At $a=0$ the state is isotropic and both sides vanish. In the proof, `e` splits the integrand into $a/2$ times the total derivative plus $(a-w)\,x\,\psi_a^2$, and `h0` removes the first part after integration.

```lean
/-- The Rayleigh quotient of the trial state is `(a - w) ⟨cos θ⟩`. -/
theorem rayleigh_trial (w a : ℝ) :
    rayleigh w (trial a) = (a - w) * orientation (trial a) := by
  have h0 := boundary_identity (ψ := trial a) (by unfold trial; fun_prop)
  have hd : ∀ x, deriv (trial a) x = a * trial a x := fun x => (hasDerivAt_trial a x).deriv
  simp only [hd] at h0
  -- the kinetic term is a boundary term plus `a x ψ²`
  have e : ∀ x, (1 - x ^ 2) * (a * trial a x) ^ 2 - w * x * trial a x ^ 2 =
      a / 2 * ((1 - x ^ 2) * (2 * trial a x * (a * trial a x)) - 2 * x * trial a x ^ 2)
        + (a - w) * (x * trial a x ^ 2) := fun x => by ring
  unfold rayleigh orientation energy
  simp only [hd]
  simp_rw [e]
  rw [intervalIntegral.integral_add, intervalIntegral.integral_const_mul,
    intervalIntegral.integral_const_mul, h0]
  · ring
  all_goals exact Continuous.intervalIntegrable (by unfold trial; fun_prop) _ _
```

## The strong-field limit

Near $\theta=0$ the potential is $-w+w\theta^2/2$, and the rotor becomes a two-dimensional harmonic oscillator with ground state $e^{-a\theta^2/2}$, where $a=\sqrt{w/2}$, and zero-point energy $\sqrt{2w}$. This motivates the choice of $a$; at finite $w$ another value may give a lower energy.

Put $s=\sqrt{2w}$, so that $2a=s$ and $w=s^2/2$, and write $\delta=\coth s-1$. Because $\cosh s-\sinh s=e^{-s}$,

$$\delta=\frac{e^{-s}}{\sinh s}.$$

For $s\ge1$ we have $\sinh s\ge s\ge1$, hence $0\le\delta\le e^{-s}$, and $s^k\delta\to0$ for every natural number $k$. The lemma makes this comparison in `key` and finishes by squeezing.

```lean
/-- The difference `coth s - 1` vanishes faster than any power of `1 / s` as `s → ∞`. -/
theorem coth_tail (k : ℕ) :
    Tendsto (fun s : ℝ => s ^ k * (Real.cosh s / Real.sinh s - 1)) atTop (𝓝 0) := by
  have key : ∀ s : ℝ, 1 ≤ s → 0 ≤ Real.cosh s / Real.sinh s - 1 ∧
      Real.cosh s / Real.sinh s - 1 ≤ Real.exp (-s) := by
    intro s hs
    have h1 : 1 ≤ Real.sinh s := hs.trans (Real.self_le_sinh_iff.2 (by linarith))
    have h2 : Real.sinh s ≠ 0 := by linarith
    have e : Real.cosh s / Real.sinh s - 1 = Real.exp (-s) / Real.sinh s := by
      rw [← Real.cosh_sub_sinh, sub_div, div_self h2]
    rw [e]
    exact ⟨div_nonneg (Real.exp_pos _).le (by linarith), div_le_self (Real.exp_pos _).le h1⟩
  refine squeeze_zero' ?_ ?_ (Real.tendsto_pow_mul_exp_neg_atTop_nhds_zero k)
  · filter_upwards [eventually_ge_atTop 1] with s hs
    exact mul_nonneg (by positivity) (key s hs).1
  · filter_upwards [eventually_ge_atTop 1] with s hs
    exact mul_le_mul_of_nonneg_left (key s hs).2 (by positivity)
```

The orientation is now $\langle x\rangle=1+\delta-1/s$. Inserting it into $R=(s/2-s^2/2)\langle x\rangle$ and collecting terms,

$$R+w-\sqrt{2w}=-\frac12+\frac{s\delta-s^2\delta}{2}\;\longrightarrow\;-\frac12,$$

$$\sqrt{2w}\,\bigl(1-\langle x\rangle\bigr)=1-s\delta\;\longrightarrow\;1 .$$

In units of $B$, the trial energy thus approaches $-w+\sqrt{2w}-\tfrac12$, and the orientation falls short of complete alignment with the field by about $1/\sqrt{2w}$.

Each `Tendsto … atTop (𝓝 c)` in the theorem is a limit $w\to\infty$ with value $c$. The proof applies the preceding lemma with $k=1$ and $k=2$. The two displayed equalities are needed only for $w>0$, which is eventually true, and `linear_combination` checks them using $s\,s^{-1}=1$.

```lean
/-- Strong-field limit of the trial state with `a = √(w/2)`: as `w → ∞`, the Rayleigh quotient
obeys `R + w - √(2w) → -1/2`, and the orientation obeys `√(2w) (1 - ⟨cos θ⟩) → 1`. -/
theorem strong_field_limit :
    Tendsto (fun w : ℝ => rayleigh w (trial (√(w / 2))) + w - √(2 * w)) atTop (𝓝 (-1 / 2)) ∧
    Tendsto (fun w : ℝ => √(2 * w) * (1 - orientation (trial (√(w / 2))))) atTop (𝓝 1) := by
  have hs : Tendsto (fun w : ℝ => √(2 * w)) atTop atTop :=
    Real.tendsto_sqrt_atTop.comp (tendsto_id.const_mul_atTop two_pos)
  have t1 := (coth_tail 1).comp hs
  have t2 := (coth_tail 2).comp hs
  have half : ∀ w : ℝ, 0 < w → √(w / 2) = √(2 * w) / 2 := by
    intro w hw
    have h : w / 2 = (√(2 * w) / 2) ^ 2 := by
      rw [div_pow, Real.sq_sqrt (by linarith)]; ring
    rw [h, Real.sqrt_sq (by positivity)]
  -- everything is expressed through `s = √(2w)`
  have ori : ∀ s : ℝ, 0 < s →
      orientation (trial (s / 2)) = Real.cosh s / Real.sinh s - 1 / s := by
    intro s h
    rw [(orientation_trial (by positivity : s / 2 ≠ 0)).2, mul_div_cancel₀ s two_ne_zero]
  constructor
  · have t := ((t1.sub t2).const_mul (1 / 2)).const_add (-1 / 2 : ℝ)
    simp only [sub_zero, mul_zero, add_zero] at t
    refine t.congr' ?_
    filter_upwards [eventually_gt_atTop 0] with w hw
    have hp : 0 < √(2 * w) := Real.sqrt_pos.2 (by linarith)
    have hq : √(2 * w) ^ 2 = 2 * w := Real.sq_sqrt (by linarith)
    rw [rayleigh_trial, half w hw, ori _ hp]
    simp only [Function.comp_apply]
    generalize √(2 * w) = s at hp hq ⊢
    obtain rfl : w = s ^ 2 / 2 := by linarith
    have hi : s * s⁻¹ = 1 := mul_inv_cancel₀ hp.ne'
    linear_combination (1 / 2 - s / 2) * hi
  · have t := t1.const_sub 1
    simp only [sub_zero] at t
    refine t.congr' ?_
    filter_upwards [eventually_gt_atTop 0] with w hw
    have hp : 0 < √(2 * w) := Real.sqrt_pos.2 (by linarith)
    rw [half w hw, ori _ hp]
    simp only [Function.comp_apply]
    have hi : √(2 * w) * (√(2 * w))⁻¹ = 1 := mul_inv_cancel₀ hp.ne'
    linear_combination -hi
```

## A lower bound for every smooth state

The boundary identity also bounds the energy from below. Keep $s=\sqrt{2w}$, now with $w\ge0$. Expanding the squares shows that, at every $x$,

$$\begin{aligned}(1-x^2)\psi'^2-w\,x\,\psi^2={}&(1-x^2)\left(\psi'-\tfrac s2\psi\right)^2+\left(\tfrac{s(1-x)}2-1\right)^2\psi^2\\&+\tfrac s2\left(2(1-x^2)\psi\psi'-2x\psi^2\right)+(-w+s-1)\,\psi^2 .\end{aligned}$$

To check the terms without $\psi'$, note that the two squares contribute $\tfrac{s^2}{4}\left[(1-x^2)+(1-x)^2\right]=\tfrac{s^2}{2}(1-x)$ at order $s^2$, which combines with $-w=-s^2/2$ to give $-w\,x$. The terms linear in $s$ and the constants cancel.

On integration the first line of the right-hand side is nonnegative, because $1-x^2\ge0$ on the interval, and the total derivative vanishes. What remains is

$$\mathcal E_w[\psi]\ge\left(-w+\sqrt{2w}-1\right)\int_{-1}^{1}\psi^2\,dx .$$

The theorem states this for every continuously differentiable $\psi$, including the zero function, since nothing is divided by the norm. In the code `e` is the pointwise identity, with `φ` standing for $\psi'$, and `hP` is the nonnegativity of the integrated squares.

```lean
/-- For `w ≥ 0` every continuously differentiable state has energy at least
`-w + √(2w) - 1` times its squared norm. -/
theorem energy_lower_bound {w : ℝ} (hw : 0 ≤ w) {ψ : ℝ → ℝ} (h : ContDiff ℝ 1 ψ) :
    (-w + √(2 * w) - 1) * normSq ψ ≤ energy w ψ := by
  have hψ : Continuous ψ := h.continuous
  have hc : Continuous (deriv ψ) := h.continuous_deriv le_rfl
  have h0 := boundary_identity h
  have hq : √(2 * w) ^ 2 = 2 * w := Real.sq_sqrt (by linarith)
  unfold energy normSq
  generalize deriv ψ = φ at hc h0 ⊢
  generalize √(2 * w) = s at hq ⊢
  obtain rfl : w = s ^ 2 / 2 := by linarith
  -- complete both squares, up to the boundary term
  have e : ∀ x, (1 - x ^ 2) * (φ x) ^ 2 - s ^ 2 / 2 * x * ψ x ^ 2 =
      ((1 - x ^ 2) * (φ x - s / 2 * ψ x) ^ 2 + (s * (1 - x) / 2 - 1) ^ 2 * ψ x ^ 2)
        + s / 2 * ((1 - x ^ 2) * (2 * ψ x * φ x) - 2 * x * ψ x ^ 2)
        + (-(s ^ 2 / 2) + s - 1) * ψ x ^ 2 := fun x => by ring
  have hP : 0 ≤ ∫ x in (-1 : ℝ)..1,
      ((1 - x ^ 2) * (φ x - s / 2 * ψ x) ^ 2 + (s * (1 - x) / 2 - 1) ^ 2 * ψ x ^ 2) := by
    refine intervalIntegral.integral_nonneg (by norm_num) (fun x hx => ?_)
    have hx2 : 0 ≤ 1 - x ^ 2 := by nlinarith [hx.1, hx.2]
    positivity
  simp_rw [e]
  rw [intervalIntegral.integral_add, intervalIntegral.integral_add,
    intervalIntegral.integral_const_mul, intervalIntegral.integral_const_mul, h0]
  · linarith
  all_goals exact Continuous.intervalIntegrable (by fun_prop) _ _

end

end PendularTrialState
```

For a rigid rotor without angular momentum about the field, a variational energy from any finite Legendre basis therefore lies at or above $-w+\sqrt{2w}-1$. The trial energy exceeds this bound by an amount that tends to $\tfrac12$, half a rotational constant, as the field grows. In weak fields the bound is loose: at $w=0$ it gives $-1$, while the free rotor has lowest energy $0$.

```lean
#print axioms PendularTrialState.strong_field_limit
#print axioms PendularTrialState.energy_lower_bound
```

```
'PendularTrialState.strong_field_limit' depends on axioms: [propext, Classical.choice, Quot.sound]
'PendularTrialState.energy_lower_bound' depends on axioms: [propext, Classical.choice, Quot.sound]
```
